# Two holes on a copper–oxygen cell with U > Δ > 0: the singlet lies 2T²(1/Δ + 1/(U − Δ)) below the triplet to leading order in the hybridization T

**Q.** Take two holes, one copper orbital at energy 0 with repulsion U, and one oxygen orbital at energy Δ without repulsion, hybridized with copper by T. For U = 2Δ, both doubly occupied states have energy 2Δ. Their normalized even combination couples to the one-hole-on-each singlet with strength 2T, and the odd one decouples. The lower level then obeys

(Δ − E)(2Δ − E) = 4T²,

so Δ − E ≈ 4T²/Δ for small T. The triplet has no doubly occupied partner and stays at Δ. Does the formal version contain this physics, or only a convenient 3×3 matrix?

**A.** It starts from the two-hole Hamiltonian. The amplitude `ψ i j` puts the first hole in orbital i and the second in j, with 0 for copper and 1 for oxygen. With h the one-hole matrix,

Hψ = hψ + ψh + (Uψ₀₀ on the copper–copper entry).

```lean
import Mathlib

open Matrix Filter Topology Set

namespace ZhangRiceCell

noncomputable section

/-- One-hole Hamiltonian of the cell: copper orbital at energy `0`, oxygen orbital at energy `Δ`,
hybridization `T`. -/
def oneHole (Δ T : ℝ) : Matrix (Fin 2) (Fin 2) ℝ := !![0, T; T, Δ]

/-- Two-hole Hamiltonian acting on the orbital amplitudes `ψ i j` (first hole in `i`, second
in `j`), with repulsion `U` when both holes are on copper. -/
def twoHole (U Δ T : ℝ) (ψ : Matrix (Fin 2) (Fin 2) ℝ) : Matrix (Fin 2) (Fin 2) ℝ :=
  oneHole Δ T * ψ + ψ * oneHole Δ T + !![U * ψ 0 0, 0; 0, 0]
```

**Q.** Where is the spin?

**A.** In the exchange symmetry: fermionic antisymmetry pairs a symmetric ψ with the spin singlet and an antisymmetric ψ with the triplet. `singletWave` puts v₁/√2 in both off-diagonal entries, so the squared norm is v₀² + v₁² + v₂². The levels are real eigenvalues with nonzero eigenvectors. `virtualSum` is

S(E) = 1/(2Δ − E) + 1/(U − E).

```lean
/-- The symmetric orbital wave function with amplitudes `v 0` (both holes on copper), `v 1`
(one hole on each orbital, normalized) and `v 2` (both holes on oxygen). -/
def singletWave (v : Fin 3 → ℝ) : Matrix (Fin 2) (Fin 2) ℝ :=
  !![v 0, √2 / 2 * v 1; √2 / 2 * v 1, v 2]

/-- The singlet matrix of the cell. -/
def singletMatrix (U Δ T : ℝ) : Matrix (Fin 3) (Fin 3) ℝ :=
  !![U, √2 * T, 0; √2 * T, Δ, √2 * T; 0, √2 * T, 2 * Δ]

/-- The set of singlet energies: the real eigenvalues of the singlet matrix. -/
def singletLevels (U Δ T : ℝ) : Set ℝ :=
  {E | ∃ v : Fin 3 → ℝ, v ≠ 0 ∧ singletMatrix U Δ T *ᵥ v = E • v}

/-- Sum of the inverse energy distances from `E` to the two doubly occupied configurations, for `E`
below both `2Δ` and `U`. -/
def virtualSum (U Δ E : ℝ) : ℝ := 1 / (2 * Δ - E) + 1 / (U - E)
```

**Q.** And the matrix follows from H?

**A.** Yes. For symmetric ψ, the entries of Hψ are

copper–copper: Uv₀ + √2 T v₁
off-diagonal: (√2 T v₀ + Δv₁ + √2 T v₂)/√2
oxygen–oxygen: √2 T v₁ + 2Δv₂.

These are the rows of the singlet matrix. For antisymmetric ψ the diagonal vanishes, the two hopping contributions cancel, and Hψ = Δψ. Both proofs compare entries; the singlet one also uses √2·√2 = 2.

```lean
/-- The singlet matrix applied to a vector of amplitudes, written out by components. -/
theorem singlet_mulVec (U Δ T : ℝ) (v : Fin 3 → ℝ) :
    singletMatrix U Δ T *ᵥ v = ![U * v 0 + √2 * T * v 1,
      √2 * T * v 0 + Δ * v 1 + √2 * T * v 2, √2 * T * v 1 + 2 * Δ * v 2] := by
  ext i
  fin_cases i <;> simp [singletMatrix, Matrix.mulVec, dotProduct, Fin.sum_univ_three]

/-- On symmetric orbital wave functions the two-hole Hamiltonian acts as the singlet matrix. -/
theorem twoHole_singlet (U Δ T : ℝ) (v : Fin 3 → ℝ) :
    twoHole U Δ T (singletWave v) = singletWave (singletMatrix U Δ T *ᵥ v) := by
  have hs : √2 * √2 = (2 : ℝ) := Real.mul_self_sqrt (by norm_num)
  rw [singlet_mulVec]
  ext i j
  fin_cases i <;> fin_cases j <;>
    simp [twoHole, oneHole, singletWave]
  · ring
  · linear_combination (-(T * (v 0 + v 2) / 2)) * hs
  · linear_combination (-(T * (v 0 + v 2) / 2)) * hs
  · ring

/-- Every antisymmetric orbital wave function, the orbital part of a spin triplet, is multiplied
by `Δ` under the two-hole Hamiltonian. -/
theorem twoHole_triplet (U Δ T : ℝ) (ψ : Matrix (Fin 2) (Fin 2) ℝ) (h : ψᵀ = -ψ) :
    twoHole U Δ T ψ = Δ • ψ := by
  -- antisymmetry removes both doubly occupied configurations
  have h00 : ψ 0 0 = 0 := by
    have h' : ψ 0 0 = -ψ 0 0 := congrFun (congrFun h 0) 0
    linarith
  have h11 : ψ 1 1 = 0 := by
    have h' : ψ 1 1 = -ψ 1 1 := congrFun (congrFun h 1) 1
    linarith
  have h10 : ψ 1 0 = -ψ 0 1 := congrFun (congrFun h 0) 1
  have hψ : ψ = !![0, ψ 0 1; -ψ 0 1, 0] := by
    ext i j
    fin_cases i <;> fin_cases j
    exacts [h00, rfl, h10, h11]
  rw [hψ]
  generalize ψ 0 1 = c
  ext i j
  fin_cases i <;> fin_cases j <;>
    simp [twoHole, oneHole] <;> ring
```

**Q.** How do the doubly occupied states disappear without an approximation?

**A.** Let E ≤ Δ. Since 0 < Δ < U, both denominators are positive, and the outer rows give

v₀ = −√2 T v₁/(U − E)
v₂ = −√2 T v₁/(2Δ − E).

If v₁ were zero, the whole vector would vanish. Putting these into the middle row and dividing by v₁ gives

Δ − E = 2T² S(E).

Conversely, a solution E gives an eigenvector through the same formulas. Lean multiplies out the denominators; `linear_combination` performs the elimination.

```lean
/-- Eliminating the doubly occupied states: for `0 < Δ < U`, an energy `E ≤ Δ` is a singlet level
exactly when `Δ - E = 2T² (1/(2Δ - E) + 1/(U - E))`. -/
theorem mem_levels_iff {U Δ T E : ℝ} (hΔ : 0 < Δ) (hU : Δ < U) (hE : E ≤ Δ) :
    E ∈ singletLevels U Δ T ↔ Δ - E = 2 * T ^ 2 * virtualSum U Δ E := by
  have hs : √2 * √2 = (2 : ℝ) := Real.mul_self_sqrt (by norm_num)
  have hq : 2 * Δ - E ≠ 0 := (by linarith : 0 < 2 * Δ - E).ne'
  have hp : U - E ≠ 0 := (by linarith : 0 < U - E).ne'
  rw [virtualSum, div_add_div _ _ hq hp, ← mul_div_assoc, eq_div_iff (mul_ne_zero hq hp)]
  constructor
  · rintro ⟨v, hv, h⟩
    rw [singlet_mulVec] at h
    have h0 : U * v 0 + √2 * T * v 1 = E * v 0 := congrFun h 0
    have h1 : √2 * T * v 0 + Δ * v 1 + √2 * T * v 2 = E * v 1 := congrFun h 1
    have h2 : √2 * T * v 1 + 2 * Δ * v 2 = E * v 2 := congrFun h 2
    -- the amplitude with one hole on each orbital cannot vanish
    have hb : v 1 ≠ 0 := by
      intro hb
      rw [hb] at h0 h2
      have a0 : v 0 = 0 := (mul_eq_zero.mp
        (by linear_combination h0 : (U - E) * v 0 = 0)).resolve_left hp
      have a2 : v 2 = 0 := (mul_eq_zero.mp
        (by linear_combination h2 : (2 * Δ - E) * v 2 = 0)).resolve_left hq
      apply hv
      ext i
      fin_cases i
      · exact a0
      · exact hb
      · exact a2
    apply mul_right_cancel₀ hb
    linear_combination (U - E) * (2 * Δ - E) * h1 - (2 * Δ - E) * √2 * T * h0
      - (U - E) * √2 * T * h2 + ((U - E) + (2 * Δ - E)) * T ^ 2 * v 1 * hs
  · intro h
    refine ⟨![-(√2 * T * (2 * Δ - E)), (U - E) * (2 * Δ - E), -(√2 * T * (U - E))],
      fun h0 => mul_ne_zero hp hq (congrFun h0 1), ?_⟩
    rw [singlet_mulVec]
    ext i
    fin_cases i
    · change U * (-(√2 * T * (2 * Δ - E))) + √2 * T * ((U - E) * (2 * Δ - E))
        = E * (-(√2 * T * (2 * Δ - E)))
      ring
    · change √2 * T * (-(√2 * T * (2 * Δ - E))) + Δ * ((U - E) * (2 * Δ - E))
        + √2 * T * (-(√2 * T * (U - E))) = E * ((U - E) * (2 * Δ - E))
      linear_combination h - T ^ 2 * ((U - E) + (2 * Δ - E)) * hs
    · change √2 * T * ((U - E) * (2 * Δ - E)) + 2 * Δ * (-(√2 * T * (U - E)))
        = E * (-(√2 * T * (U - E)))
      ring
```

**Q.** Could that equation have several solutions below the triplet?

**A.** No. Up to Δ, S is positive, continuous and increasing, while Δ − E decreases, so there is at most one. For existence, let T ≠ 0 and write k = S(Δ) = 1/Δ + 1/(U − Δ) and f(e) = Δ − e − 2T²S(e). Then

f(Δ) = −2T²k < 0
f(Δ − 2T²k) = 2T²[k − S(Δ − 2T²k)] ≥ 0.

The intermediate value theorem supplies a root, and f(Δ) < 0 puts it strictly below Δ. Every other singlet level lies above Δ.

```lean
/-- For `0 < Δ < U` the sum of inverse energy distances is positive at `E ≤ Δ`, continuous there,
and does not increase when the energy is lowered. -/
theorem virtualSum_props {U Δ E : ℝ} (hΔ : 0 < Δ) (hU : Δ < U) (hE : E ≤ Δ) :
    0 < virtualSum U Δ E ∧ ContinuousAt (virtualSum U Δ) E ∧
      ∀ μ ≤ E, virtualSum U Δ μ ≤ virtualSum U Δ E := by
  have hq : 0 < 2 * Δ - E := by linarith
  have hp : 0 < U - E := by linarith
  refine ⟨add_pos (one_div_pos.mpr hq) (one_div_pos.mpr hp), ?_, fun μ hμ => ?_⟩
  · change ContinuousAt (fun e => 1 / (2 * Δ - e) + 1 / (U - e)) E
    exact (continuousAt_const.div (continuousAt_const.sub continuousAt_id) hq.ne').add
      (continuousAt_const.div (continuousAt_const.sub continuousAt_id) hp.ne')
  · exact add_le_add (one_div_le_one_div_of_le hq (by linarith))
      (one_div_le_one_div_of_le hp (by linarith))

/-- For `0 < Δ < U` and `T ≠ 0` there is a singlet level below the triplet energy `Δ`, and every
other singlet level lies above `Δ`. -/
theorem exists_bound_singlet {U Δ T : ℝ} (hΔ : 0 < Δ) (hU : Δ < U) (hT : T ≠ 0) :
    ∃ E ∈ singletLevels U Δ T, E < Δ ∧ ∀ μ ∈ singletLevels U Δ T, μ = E ∨ Δ < μ := by
  have hT2 : 0 < 2 * T ^ 2 := by positivity
  obtain ⟨hk, -, hmono⟩ := virtualSum_props hΔ hU le_rfl
  have hL : Δ - 2 * T ^ 2 * virtualSum U Δ Δ ≤ Δ := by linarith [mul_pos hT2 hk]
  -- the secular function changes sign between the perturbative bound and the triplet energy
  have hroot : (0 : ℝ) ∈ (fun e => Δ - e - 2 * T ^ 2 * virtualSum U Δ e) ''
      Icc (Δ - 2 * T ^ 2 * virtualSum U Δ Δ) Δ := by
    apply intermediate_value_Icc' hL
    · intro e he
      exact ((continuousAt_const.sub continuousAt_id).sub (continuousAt_const.mul
        (virtualSum_props hΔ hU he.2).2.1)).continuousWithinAt
    · constructor
      · linarith [mul_pos hT2 hk]
      · linarith [mul_le_mul_of_nonneg_left (hmono _ hL) hT2.le]
  obtain ⟨E, hE, hf⟩ := hroot
  have hsec : Δ - E = 2 * T ^ 2 * virtualSum U Δ E := sub_eq_zero.mp hf
  have hpos := mul_pos hT2 (virtualSum_props hΔ hU hE.2).1
  refine ⟨E, (mem_levels_iff hΔ hU hE.2).mpr hsec, by linarith, fun μ hμ => ?_⟩
  rcases lt_or_ge Δ μ with h | h
  · exact Or.inr h
  · left
    have hμs := (mem_levels_iff hΔ hU h).mp hμ
    -- monotonicity excludes a second solution
    rcases le_total μ E with h' | h'
    · have := mul_le_mul_of_nonneg_left ((virtualSum_props hΔ hU hE.2).2.2 μ h') hT2.le
      linarith
    · have := mul_le_mul_of_nonneg_left ((virtualSum_props hΔ hU h).2.2 E h') hT2.le
      linarith
```

**Q.** The next theorem assumes that E is the least level. Is that harmless?

**A.** Yes, for T ≠ 0: the level just found is the least one. From S(E) ≤ k follows

Δ − 2T²k ≤ E < Δ.

```lean
/-- For `0 < Δ < U` and `T ≠ 0` the lowest singlet energy lies below the triplet energy `Δ`, by at
most the second-order shift `2T² (1/Δ + 1/(U - Δ))`. -/
theorem lowest_singlet_bounds {U Δ T E : ℝ} (hΔ : 0 < Δ) (hU : Δ < U) (hT : T ≠ 0)
    (hE : IsLeast (singletLevels U Δ T) E) :
    Δ - 2 * T ^ 2 * (1 / Δ + 1 / (U - Δ)) ≤ E ∧ E < Δ := by
  obtain ⟨E₀, hE₀, hlt, -⟩ := exists_bound_singlet hΔ hU hT
  have hEΔ : E < Δ := (hE.2 hE₀).trans_lt hlt
  have hsec := (mem_levels_iff hΔ hU hEΔ.le).mp hE.1
  have hle := mul_le_mul_of_nonneg_left ((virtualSum_props hΔ hU le_rfl).2.2 E hEΔ.le)
    (by positivity : 0 ≤ 2 * T ^ 2)
  have hk : virtualSum U Δ Δ = 1 / Δ + 1 / (U - Δ) := by
    rw [virtualSum, show 2 * Δ - Δ = Δ by ring]
  rw [hk] at hle
  exact ⟨by linarith, hEΔ⟩
```

As T → 0 these bounds squeeze E onto Δ, and continuity of S gives

(Δ − E)/T² = 2S(E) → 2k.

The limit uses only T ≠ 0, written `𝓝[≠] 0`, so the value of `E` at zero is irrelevant.

```lean
/-- For `0 < Δ < U`, the distance of the lowest singlet energy `E T` below the triplet energy `Δ`,
divided by `T²`, tends to `2 (1/Δ + 1/(U - Δ))` as the hybridization `T` tends to zero. -/
theorem singlet_triplet_splitting_limit {U Δ : ℝ} (hΔ : 0 < Δ) (hU : Δ < U) (E : ℝ → ℝ)
    (hE : ∀ T, T ≠ 0 → IsLeast (singletLevels U Δ T) (E T)) :
    Tendsto (fun T => (Δ - E T) / T ^ 2) (𝓝[≠] 0) (𝓝 (2 * (1 / Δ + 1 / (U - Δ)))) := by
  have hk : virtualSum U Δ Δ = 1 / Δ + 1 / (U - Δ) := by
    rw [virtualSum, show 2 * Δ - Δ = Δ by ring]
  have hb := fun T (hT : T ≠ 0) => lowest_singlet_bounds hΔ hU hT (hE T hT)
  rw [← hk] at hb ⊢
  have hlow : Tendsto (fun T : ℝ => Δ - 2 * T ^ 2 * virtualSum U Δ Δ) (𝓝[≠] 0) (𝓝 Δ) := by
    generalize virtualSum U Δ Δ = k
    have hc : Continuous (fun T : ℝ => Δ - 2 * T ^ 2 * k) := by fun_prop
    simpa using (hc.tendsto 0).mono_left nhdsWithin_le_nhds
  -- the bounds squeeze the singlet energy onto the triplet energy
  have hlim : Tendsto E (𝓝[≠] 0) (𝓝 Δ) := by
    apply tendsto_of_tendsto_of_tendsto_of_le_of_le' hlow tendsto_const_nhds
    · filter_upwards [self_mem_nhdsWithin] with T hT using (hb T hT).1
    · filter_upwards [self_mem_nhdsWithin] with T hT using (hb T hT).2.le
  have hs : Tendsto (fun T => 2 * virtualSum U Δ (E T)) (𝓝[≠] 0)
      (𝓝 (2 * virtualSum U Δ Δ)) :=
    ((virtualSum_props hΔ hU le_rfl).2.1.tendsto.comp hlim).const_mul 2
  refine hs.congr' ?_
  filter_upwards [self_mem_nhdsWithin] with T hT
  have hT' : T ≠ 0 := hT
  have hsec := (mem_levels_iff hΔ hU (hb T hT').2.le).mp (hE T hT').1
  rw [eq_div_iff (pow_ne_zero 2 hT'), hsec]
  ring

end

end ZhangRiceCell
```

```lean
#print axioms ZhangRiceCell.twoHole_singlet
-- 'ZhangRiceCell.twoHole_singlet' depends on axioms: [propext, Classical.choice, Quot.sound]
#print axioms ZhangRiceCell.twoHole_triplet
-- 'ZhangRiceCell.twoHole_triplet' depends on axioms: [propext, Classical.choice, Quot.sound]
#print axioms ZhangRiceCell.singlet_triplet_splitting_limit
-- 'ZhangRiceCell.singlet_triplet_splitting_limit' depends on axioms: [propext, Classical.choice, Quot.sound]
```

**Q.** So is this the Zhang–Rice singlet of the cuprates?

**A.** It is its local binding mechanism, in a single cell with one oxygen orbital and no oxygen repulsion. That orbital stands for the combination of the four surrounding oxygen orbitals that hybridizes with copper, so T is twice the hopping along one bond. Motion through a lattice, and hence an effective t-J model, is absent. The condition Δ > 0 says that a single hole prefers copper; U > Δ says that a second hole prefers oxygen to a doubly occupied copper.

**Q.** What does the elimination step give me in a calculation?

**A.** A stable way to check a Schrieffer–Wolff coupling against diagonalization. Diagonalize the 3×3 matrix for decreasing T and compare (Δ − E)/T² with 2k; it approaches from below. At very small T, evaluate 2S(E) instead, which avoids subtracting nearly equal energies.

**Q.** Does the argument carry over to two equivalent sites?

**A.** Yes. Put both orbitals at energy 0 with repulsion U > 0 on each. The same elimination gives −E = 4T²/(U − E), hence the familiar superexchange splitting 4T²/U at leading order.
